# The classical Franck–Condon density is normalized and has mean energy $-\lambda$

For a reorganization energy $\lambda>0$ and a thermal energy $kT>0$, the density

$$\rho(E)=\frac{1}{\sqrt{4\pi\lambda kT}}\,\exp\!\left(-\frac{(\lambda+E)^2}{4\lambda kT}\right)$$

satisfies

$$\int_{-\infty}^{\infty}\rho(E)\,dE=1,\qquad \int_{-\infty}^{\infty}E\,\rho(E)\,dE=-\lambda .$$

For an electron transfer, $E$ is the energy (with a solvent, the free energy) of the final state minus that of the initial state, each at its own relaxed geometry. For one system $E$ is a fixed number; the integrals above and all moments below describe $\rho$ as a function of this variable. The reorganization energy is the cost of distorting the nuclei and the solvent from the relaxed geometry of one state to that of the other without transferring the electron; with equal force constants in the two states it is the same in both directions. As a function of $E$, $\rho$ is a Gaussian line centred at $-\lambda$, a distance $\lambda$ from zero. In the Marcus rate for weakly coupled states in a classical harmonic environment with the same force constants in both states, $\rho$ is the factor that carries the dependence on driving force, and at fixed $\lambda$, $kT$ and coupling the rate is largest at $E=-\lambda$.

## Moments and width from the Gaussian form

**Normalization.** Put $y=\lambda+E$ and $a=1/(4\lambda kT)$. The Gaussian integral gives $\int e^{-ay^2}dy=\sqrt{\pi/a}=\sqrt{4\pi\lambda kT}$, which the prefactor cancels.

**Mean.** Differentiating the exponent gives

$$\rho'(E)=-\frac{\lambda+E}{2\lambda kT}\,\rho(E).$$

Since $\rho$ vanishes at both ends, $\int\rho'\,dE=0$, and therefore $\int(\lambda+E)\rho\,dE=0$. Hence

$$\int E\rho\,dE=\int(\lambda+E)\rho\,dE-\lambda\int\rho\,dE=-\lambda .$$

**Variance.** The product rule gives

$$\frac{d}{dE}\big[(\lambda+E)\rho\big]=\rho-\frac{(\lambda+E)^2}{2\lambda kT}\,\rho .$$

The left side integrates to zero and $\rho$ integrates to one, so $\int(\lambda+E)^2\rho\,dE=2\lambda kT$.

**Exponential moment.** For real $s$, completing the square gives

$$sE-\frac{(\lambda+E)^2}{4\lambda kT}=-\lambda s+\lambda kT s^2-\frac{(\lambda+E-2\lambda kTs)^2}{4\lambda kT}.$$

The last term is the exponent of a shifted copy of $\rho$, which still integrates to one. Thus $\int e^{sE}\rho\,dE=e^{-\lambda s+\lambda kTs^2}$.

**Peak and half-width.** Since $\rho(E)=\rho(-\lambda)\,e^{-(\lambda+E)^2/(4\lambda kT)}$, the strict maximum is at $E=-\lambda$. The exponential equals $1/2$ exactly when $(\lambda+E)^2=4\lambda kT\ln2$, that is, when $|\lambda+E|=2\sqrt{\lambda kT\ln 2}$. The full width at half maximum is twice this distance.

## The density as a real function

```lean
import Mathlib

open Real MeasureTheory

namespace MarcusFranckCondon

noncomputable section
```

The definition transcribes the formula. The arguments `lam`, `kT` and `E` are real numbers, understood as energies in one common unit, and `kT` is a single variable. The Gaussian form is the starting point: it is not derived here from a model of the nuclei, and quantum vibrations are absent.

```lean
/-- The classical Franck-Condon density at energy `E`, for reorganization energy `lam`
and thermal energy `kT`. -/
def fcDensity (lam kT E : ℝ) : ℝ :=
  (√(4 * π * lam * kT))⁻¹ * Real.exp (-(lam + E) ^ 2 / (4 * lam * kT))
```

## Integrable moments and unit area

The theorems on integrals, and those on the strict maximum and the half-width further below, assume `0 < lam` and `0 < kT`. The first says that $(\lambda+E)^n\rho(E)$ is integrable for every natural number $n$. Its proof takes the integrability of $x^n e^{-ax^2}$ from Mathlib, shifts the variable by $\lambda$ and multiplies by the constant prefactor.

```lean
variable {lam kT : ℝ}

/-- For every natural number `n`, the function `(lam + E) ^ n` times the Franck-Condon density is
integrable over all energies `E`. -/
theorem integrable_moment (hl : 0 < lam) (hT : 0 < kT) (n : ℕ) :
    Integrable (fun E : ℝ => (lam + E) ^ n * fcDensity lam kT E) := by
  have hb : 0 < 1 / (4 * lam * kT) := by positivity
  have hn : (-1 : ℝ) < (n : ℝ) := by
    have : (0 : ℝ) ≤ (n : ℝ) := Nat.cast_nonneg n
    linarith
  -- shift the centred Gaussian moment to the centre of the line
  have h := ((integrable_rpow_mul_exp_neg_mul_sq hb hn).comp_add_left lam).const_mul
    (√(4 * π * lam * kT))⁻¹
  refine h.congr (Filter.Eventually.of_forall fun E => ?_)
  have e : -(lam + E) ^ 2 / (4 * lam * kT) = -(1 / (4 * lam * kT)) * (lam + E) ^ 2 := by
    ring
  simp only [fcDensity, Real.rpow_natCast]
  rw [e]
  ring
```

The normalization follows the calculation above. The lemma `integral_add_left_eq_self` is the substitution $y=\lambda+E$, and `integral_gaussian` supplies $\sqrt{\pi/a}$.

```lean
/-- The Franck-Condon density integrates to one over all energies. -/
theorem integral_fcDensity (hl : 0 < lam) (hT : 0 < kT) :
    ∫ E : ℝ, fcDensity lam kT E = 1 := by
  have h : ∫ E : ℝ, Real.exp (-(1 / (4 * lam * kT)) * (lam + E) ^ 2)
      = √(π / (1 / (4 * lam * kT))) :=
    (integral_add_left_eq_self (μ := volume)
      (fun x : ℝ => Real.exp (-(1 / (4 * lam * kT)) * x ^ 2)) lam).trans (integral_gaussian _)
  have e : ∀ E : ℝ, fcDensity lam kT E = (√(4 * π * lam * kT))⁻¹ *
      Real.exp (-(1 / (4 * lam * kT)) * (lam + E) ^ 2) := by
    intro E
    unfold fcDensity
    congr 2
    ring
  have hw : π / (1 / (4 * lam * kT)) = 4 * π * lam * kT := by
    rw [div_div_eq_mul_div, div_one]
    ring
  simp_rw [e]
  rw [integral_const_mul, h, hw]
  exact inv_mul_cancel₀ (Real.sqrt_pos.mpr (by positivity)).ne'
```

For $\lambda>0$, positivity of the temperature is needed. At $\lambda=1$, $kT=0$ the formula divides by zero; Lean's conventions then make the prefactor zero, so `fcDensity` vanishes everywhere and its integral is $0$, not $1$. Within the classical model, the limit $kT\to0^+$ at fixed $\lambda$ is a sharp line at $-\lambda$, which no ordinary function represents. In a real system quantum vibrations become important at low temperature, and the classical formula no longer applies.

## The mean from a total derivative

`HasDerivAt f d E` says that the function `f` has derivative `d` at the point `E`. The proof differentiates the exponent as `h1`, then applies the chain rule and the constant factor in `h2`.

```lean
/-- The slope of the Franck-Condon density is `-(lam + E) / (2 lam kT)` times the
density itself. -/
theorem hasDerivAt_fcDensity (lam kT E : ℝ) :
    HasDerivAt (fcDensity lam kT) (-(lam + E) / (2 * lam * kT) * fcDensity lam kT E) E := by
  have h1 : HasDerivAt (fun x : ℝ => -(lam + x) ^ 2 / (4 * lam * kT))
      (-(lam + E) / (2 * lam * kT)) E := by
    have e : (fun x : ℝ => -(lam + x) ^ 2 / (4 * lam * kT))
        = fun x : ℝ => -((lam + x) * (lam + x)) / (4 * lam * kT) := by
      funext x
      ring
    have d := (hasDerivAt_id' E).const_add lam
    rw [e]
    exact ((d.fun_mul d).fun_neg.div_const (4 * lam * kT)).congr_deriv (by ring)
  have h2 : HasDerivAt (fcDensity lam kT) _ E :=
    h1.exp.const_mul (√(4 * π * lam * kT))⁻¹
  exact h2.congr_deriv (by unfold fcDensity; ring)
```

The main theorem has three parts: unit area, integrability of $E\rho(E)$, and the value $-\lambda$ of its integral. The boundary argument is carried by `integral_eq_zero_of_hasDerivAt_of_integrable`: if a function and its derivative are both integrable over the line, the derivative integrates to zero. The required integrability is the cases $n=0$ and $n=1$ of the moment theorem. Dividing out the nonzero constant $-1/(2\lambda kT)$ leaves `h1`, the vanishing first moment about $-\lambda$, and the split $E=(\lambda+E)-\lambda$ finishes the proof.

```lean
/-- The classical Franck-Condon density is normalized, has a finite first moment, and its
mean energy is minus the reorganization energy. -/
theorem fcDensity_normalized_and_mean (hl : 0 < lam) (hT : 0 < kT) :
    ∫ E : ℝ, fcDensity lam kT E = 1 ∧
    Integrable (fun E : ℝ => E * fcDensity lam kT E) ∧
    ∫ E : ℝ, E * fcDensity lam kT E = -lam := by
  have i0 : Integrable (fun E : ℝ => fcDensity lam kT E) := by
    simpa only [pow_zero, one_mul] using integrable_moment hl hT 0
  have i1 : Integrable (fun E : ℝ => (lam + E) * fcDensity lam kT E) := by
    simpa only [pow_one] using integrable_moment hl hT 1
  -- the total derivative of the density integrates to zero
  have h : ∫ E : ℝ, -(1 / (2 * lam * kT)) * ((lam + E) * fcDensity lam kT E) = 0 :=
    integral_eq_zero_of_hasDerivAt_of_integrable
      (fun E => (hasDerivAt_fcDensity lam kT E).congr_deriv (by ring)) (i1.const_mul _) i0
  rw [integral_const_mul] at h
  have hc : -(1 / (2 * lam * kT)) ≠ 0 := neg_ne_zero.mpr (by positivity)
  have h1 := (mul_eq_zero.mp h).resolve_left hc
  -- measure the energy from the centre of the line
  have e : (fun E : ℝ => E * fcDensity lam kT E)
      = fun E : ℝ => (lam + E) * fcDensity lam kT E - lam * fcDensity lam kT E := by
    funext E
    ring
  refine ⟨integral_fcDensity hl hT, ?_, ?_⟩
  · rw [e]
    exact i1.sub (i0.const_mul lam)
  · rw [e, integral_sub i1 (i0.const_mul lam), integral_const_mul, h1,
      integral_fcDensity hl hT]
    ring
```

## Variance and exponential moment

The variance uses the same lemma, now for the function $(\lambda+E)\rho$. The auxiliary statement `key` solves $1-M/d=0$ for $M$, with $d=2\lambda kT$.

```lean
/-- The variance of the energy about the line centre `-lam` is `2 lam kT`. -/
theorem variance_fcDensity (hl : 0 < lam) (hT : 0 < kT) :
    ∫ E : ℝ, (lam + E) ^ 2 * fcDensity lam kT E = 2 * lam * kT := by
  have i0 : Integrable (fun E : ℝ => fcDensity lam kT E) := by
    simpa only [pow_zero, one_mul] using integrable_moment hl hT 0
  have i1 : Integrable (fun E : ℝ => (lam + E) * fcDensity lam kT E) := by
    simpa only [pow_one] using integrable_moment hl hT 1
  have i2 := (integrable_moment hl hT 2).const_mul (1 / (2 * lam * kT))
  -- integrate the total derivative of `(lam + E)` times the density
  have h : ∫ E : ℝ, (fcDensity lam kT E
      - 1 / (2 * lam * kT) * ((lam + E) ^ 2 * fcDensity lam kT E)) = 0 :=
    integral_eq_zero_of_hasDerivAt_of_integrable
      (fun E => (((hasDerivAt_id' E).const_add lam).fun_mul
        (hasDerivAt_fcDensity lam kT E)).congr_deriv (by ring)) (i0.sub i2) i1
  rw [integral_sub i0 i2, integral_const_mul, integral_fcDensity hl hT] at h
  have key : ∀ M d : ℝ, d ≠ 0 → 1 - 1 / d * M = 0 → M = d := by
    intro M d hd h
    field_simp at h
    linarith
  exact key _ _ (by positivity) h
```

This ties the thermal width to the reorganization energy: within the classical Gaussian model, the variance and the temperature together determine $\lambda$.

The same argument applied to $(\lambda+E)^{n+1}\rho$ gives a recursion for the central moments $M_n=\int(\lambda+E)^n\rho\,dE$, namely $M_{n+2}=2\lambda kT\,(n+1)\,M_n$. For instance, $M_4=12(\lambda kT)^2$. The recursion is left as an exercise and has no theorem in the code.

In the next proof, `e` is the completed square, written as an identity between $e^{sE}\rho(E)$ and a constant times $\rho(E-2\lambda kTs)$. Translation invariance and the normalization then give the integral.

```lean
/-- The integral of `exp (s E)` times the Franck-Condon density over all energies is `exp (-lam s +
lam kT s²)` for every real `s`. -/
theorem exponential_moment (hl : 0 < lam) (hT : 0 < kT) (s : ℝ) :
    ∫ E : ℝ, Real.exp (s * E) * fcDensity lam kT E
      = Real.exp (-lam * s + lam * kT * s ^ 2) := by
  -- completing the square turns the weight into a constant factor and a shift of the line
  have e : ∀ E : ℝ, Real.exp (s * E) * fcDensity lam kT E
      = Real.exp (-lam * s + lam * kT * s ^ 2)
        * fcDensity lam kT (E - 2 * lam * kT * s) := by
    intro E
    have h : Real.exp (s * E) * Real.exp (-(lam + E) ^ 2 / (4 * lam * kT))
        = Real.exp (-lam * s + lam * kT * s ^ 2)
          * Real.exp (-(lam + (E - 2 * lam * kT * s)) ^ 2 / (4 * lam * kT)) := by
      rw [← Real.exp_add, ← Real.exp_add]
      congr 1
      field_simp
      ring
    unfold fcDensity
    linear_combination (√(4 * π * lam * kT))⁻¹ * h
  rw [funext e, integral_const_mul, integral_sub_right_eq_self (fcDensity lam kT),
    integral_fcDensity hl hT, mul_one]
```

## Peak position and half-width

The first lemma factors out the peak value.

```lean
/-- The density at `E` is its value at `-lam` times a Gaussian factor in `lam + E`. -/
theorem fcDensity_eq_peak_mul (lam kT E : ℝ) :
    fcDensity lam kT E
      = fcDensity lam kT (-lam) * Real.exp (-(lam + E) ^ 2 / (4 * lam * kT)) := by
  simp [fcDensity]
```

Away from $E=-\lambda$ the exponent is strictly negative, so the Gaussian factor is below one and the density lies strictly below its peak.

```lean
/-- The Franck-Condon density is strictly largest at `E = -lam`. -/
theorem fcDensity_lt_peak (hl : 0 < lam) (hT : 0 < kT) {E : ℝ} (hE : E ≠ -lam) :
    fcDensity lam kT E < fcDensity lam kT (-lam) := by
  have hp : 0 < fcDensity lam kT (-lam) := by unfold fcDensity; positivity
  have hne : lam + E ≠ 0 := fun h => hE (by linarith)
  have hx : 0 < (lam + E) ^ 2 / (4 * lam * kT) := by positivity
  rw [fcDensity_eq_peak_mul lam kT E]
  exact mul_lt_of_lt_one_right hp (Real.exp_lt_one_iff.mpr (by rw [neg_div]; linarith))
```

The half-maximum theorem is an equivalence, so it identifies all the energies at which the density is half its peak value. In the forward direction the proof cancels the positive peak value, takes logarithms and then a square root; $\sqrt{(\lambda+E)^2}=|\lambda+E|$ produces the absolute value. In the reverse direction it squares the distance and evaluates the exponential as $e^{-\ln2}=1/2$. `Real.log` is the natural logarithm.

```lean
/-- The density equals half its value at `-lam` exactly at the energies whose distance
from `-lam` is `2 √(lam kT log 2)`. -/
theorem half_maximum_iff (hl : 0 < lam) (hT : 0 < kT) (E : ℝ) :
    fcDensity lam kT E = fcDensity lam kT (-lam) / 2 ↔
      |lam + E| = 2 * √(lam * kT * Real.log 2) := by
  have hp : 0 < fcDensity lam kT (-lam) := by unfold fcDensity; positivity
  have hd : 4 * lam * kT ≠ 0 := by positivity
  have hw : 0 ≤ lam * kT * Real.log 2 :=
    (mul_pos (mul_pos hl hT) (Real.log_pos one_lt_two)).le
  rw [fcDensity_eq_peak_mul lam kT E]
  constructor
  · intro h
    have hx : Real.exp (-(lam + E) ^ 2 / (4 * lam * kT)) = 1 / 2 := by
      apply mul_left_cancel₀ hp.ne'
      linarith
    have hlog := congrArg Real.log hx
    rw [Real.log_exp, one_div, Real.log_inv, div_eq_iff hd] at hlog
    have hsq : (lam + E) ^ 2 = 2 ^ 2 * (lam * kT * Real.log 2) := by linarith
    rw [← Real.sqrt_sq_eq_abs, hsq, Real.sqrt_mul (by norm_num),
      Real.sqrt_sq (by norm_num)]
  · intro h
    have hsq : (lam + E) ^ 2 = 2 ^ 2 * (lam * kT * Real.log 2) := by
      rw [← sq_abs, h, mul_pow, Real.sq_sqrt hw]
    have hx : -(lam + E) ^ 2 / (4 * lam * kT) = -Real.log 2 := by
      rw [div_eq_iff hd]
      linarith
    rw [hx, Real.exp_neg, Real.exp_log two_pos]
    ring

end

end MarcusFranckCondon
```

```lean
#print axioms MarcusFranckCondon.fcDensity_normalized_and_mean
#print axioms MarcusFranckCondon.exponential_moment
#print axioms MarcusFranckCondon.fcDensity_lt_peak
#print axioms MarcusFranckCondon.half_maximum_iff
```

```
'MarcusFranckCondon.fcDensity_normalized_and_mean' depends on axioms: [propext, Classical.choice, Quot.sound]
'MarcusFranckCondon.exponential_moment' depends on axioms: [propext, Classical.choice, Quot.sound]
'MarcusFranckCondon.fcDensity_lt_peak' depends on axioms: [propext, Classical.choice, Quot.sound]
'MarcusFranckCondon.half_maximum_iff' depends on axioms: [propext, Classical.choice, Quot.sound]
```
